# For Hermitian densities and nonnegative weights, state averaging never lowers the unpaired-electron count tr(2g − g²) below its weighted mean

## Densities, counts and averages

Fix a finite orthonormal set of orbitals, labelled i and j. The spin-summed one-particle density of an electronic state is the matrix g with elements

g_ij = Σ_σ ⟨a†_iσ a_jσ⟩,

where σ runs over the two spins. It is Hermitian, and its eigenvalues n are the natural occupation numbers, which lie between 0 and 2. The unpaired-electron count is

U(g) = tr(2g − g²) = Σ n(2 − n).

An empty or doubly occupied natural orbital contributes 0, and a singly occupied one contributes 1.

Now take several states, labelled k and l, with densities g_k in the same orbital basis and real weights w_k that sum to 1. The averaged density is

ḡ = Σ_k w_k g_k.

Because U is quadratic, U(ḡ) generally differs from the weighted mean Σ_k w_k U(g_k). The difference is called the excess below.

## The excess as a sum over pairs of states

The excess is given by

U(ḡ) − Σ_k w_k U(g_k) = ½ Σ_kl w_k w_l tr((g_k − g_l)²).

If the densities are Hermitian and the weights nonnegative, the excess is nonnegative. It is positive exactly when two densities with positive weights differ.

In state-averaged multiconfigurational work this means that a count taken from the averaged density mixes the open-shell character of the states with the differences between them, for given densities in a common finite orbital basis. The comparison is with the weighted mean, not with each state separately: diag(1, 1) has count 2 and diag(2, 0) has count 0, while their equal-weight average diag(1.5, 0.5) has count 1.5.

## Complex matrices, real weights and real parts

In Lean, a density is a `Matrix n n ℂ`, where the finite type `n` (not an occupation number here) labels the orbitals and the finite type `ι` labels the states. The function `unpaired` is U, defined as the real part of the trace so that its values are real numbers. The theorem `unpaired_eq_trace` shows that for a Hermitian density nothing is lost, because the trace is already real. The function `stateAverage` is ḡ.

The main statements read as follows.

- `unpaired_stateAverage_sub` is the excess identity, with real parts of the traces on the right. Its only hypothesis is `hw`, that the weights sum to 1. It holds for arbitrary complex matrices and for weights of either sign.
- `average_unpaired_le` adds `hpos`, nonnegative weights, and `hg`, Hermitian densities, and concludes that the weighted mean is at most U(ḡ).
- `average_unpaired_lt_iff` has the same hypotheses and says that the inequality is strict if and only if there are states k and l with positive weights and `g k ≠ g l`.
- `unpaired_closed_shell_pair` treats diag(2, 0) and diag(0, 2) with weights p and 1 − p. Each has count 0, and the average has count 8p(1 − p).

The matrices need not come from wavefunctions: no bound on the occupation numbers and no common electron number is assumed, so physical densities are a special case. The densities are also taken as given. How orbitals and states respond when they are optimised for an average energy is a separate question.

## Expanding the squared average

Write t(A, B) = Re tr(AB). Cyclicity of the trace gives t(A, B) = t(B, A). The count splits into a linear and a quadratic part:

U(g) = 2 Re tr g − t(g, g).

The linear part of U(ḡ) is 2 Σ_k w_k Re tr g_k, which is also the linear part of the weighted mean, so it cancels in the excess. The quadratic part of U(ḡ) contains

t(ḡ, ḡ) = Σ_kl w_k w_l t(g_k, g_l).

Hence

U(ḡ) − Σ_k w_k U(g_k) = Σ_k w_k t(g_k, g_k) − Σ_kl w_k w_l t(g_k, g_l).

For the right-hand side of the identity, expand one squared difference:

Re tr((g_k − g_l)²) = t(g_k, g_k) + t(g_l, g_l) − 2 t(g_k, g_l).

Multiply by w_k w_l and sum over k and l. In the first term the sum over l gives Σ_l w_l = 1, which leaves Σ_k w_k t(g_k, g_k). The second term gives the same value with the roles of k and l exchanged. Half of the total is therefore

Σ_k w_k t(g_k, g_k) − Σ_kl w_k w_l t(g_k, g_l),

which is the excess.

## Why Hermiticity fixes the sign

For a Hermitian matrix A, A_ji is the complex conjugate of A_ij, so

tr(A²) = Σ_ij A_ij A_ji = Σ_ij |A_ij|².

This is nonnegative, and it is positive as soon as one element of A is nonzero. Apply it to A = g_k − g_l. With nonnegative weights, every term of the pair sum is nonnegative, and so is the excess.

If two positively weighted densities differ, their term is positive and the excess is positive. If no such pair exists, each term vanishes, because either a weight is zero or the two densities are equal.

The sign condition on the weights matters: for the closed-shell pair with p = 2 the weights are 2 and −1, and the averaged matrix diag(4, −2), which is not a physical density, has count −16, below the weighted mean of 0.

## Two overlapping doubly occupied orbitals

Let state 1 doubly occupy orbital φ₁, and let state 2 doubly occupy (φ₁ + φ₂)/√2. These two states have overlap ½, unlike the orthonormal roots of one configuration-interaction calculation, but the identity does not require orthogonal states. With rows separated by semicolons, the densities are

g₁ = [2, 0; 0, 0] and g₂ = [1, 1; 1, 1].

Both have occupation numbers 2 and 0, so both counts are 0. With weights ½ and ½,

ḡ = [1.5, 0.5; 0.5, 0.5].

Its trace is 2, and the sum of its squared elements is 2.25 + 0.25 + 0.25 + 0.25 = 3. Therefore

U(ḡ) = 2·2 − 3 = 1.

On the other side of the identity, g₁ − g₂ = [1, −1; −1, −1] has squared elements summing to 4. The ordered pairs (1, 2) and (2, 1) each carry the weight ¼, so the pair sum gives ½ · 2 · ¼ · 4 = 1, as it should. Two closed-shell states, each with count 0, have an averaged density with count 1.

## From trace overlaps to the strict criterion in Lean

```lean
import Mathlib

open Matrix

namespace StateAveragedUnpairedElectrons

noncomputable section

variable {n ι : Type*} [Fintype n] [Fintype ι]

/-- The unpaired-electron count `tr(2g - g²)` of a spin-summed one-particle density `g`,
taken as a real part. -/
def unpaired (g : Matrix n n ℂ) : ℝ := (trace ((2 : ℝ) • g - g * g)).re

/-- The state-averaged density `∑ k, w k • g k`. -/
def stateAverage (w : ι → ℝ) (g : ι → Matrix n n ℂ) : Matrix n n ℂ := ∑ k, w k • g k

/-- For a Hermitian density the trace `tr(2g - g²)` is real, and equals the unpaired-electron
count. -/
theorem unpaired_eq_trace {g : Matrix n n ℂ} (hg : g.IsHermitian) :
    (unpaired g : ℂ) = trace ((2 : ℝ) • g - g * g) := by
  have hM : ((2 : ℝ) • g - g * g)ᴴ = (2 : ℝ) • g - g * g := by
    rw [conjTranspose_sub, conjTranspose_smul, conjTranspose_mul, hg.eq, star_trivial]
  have h := trace_conjTranspose ((2 : ℝ) • g - g * g)
  rw [hM] at h
  exact Complex.conj_eq_iff_re.mp h.symm

/-- The unpaired-electron count is twice the trace of the density minus the trace of its
square, in real parts. -/
theorem unpaired_eq (g : Matrix n n ℂ) :
    unpaired g = 2 * (trace g).re - (trace (g * g)).re := by
  rw [unpaired, trace_sub, trace_smul, Complex.sub_re, Complex.smul_re, smul_eq_mul]

/-- The trace overlap of a state-averaged density with any matrix is the weighted sum of the
overlaps of the individual densities, in real parts. -/
theorem trace_stateAverage_mul (w : ι → ℝ) (g : ι → Matrix n n ℂ) (B : Matrix n n ℂ) :
    (trace (stateAverage w g * B)).re = ∑ k, w k * (trace (g k * B)).re := by
  simp only [stateAverage, Matrix.sum_mul, Matrix.smul_mul, trace_sum, trace_smul,
    Complex.re_sum, Complex.smul_re, smul_eq_mul]

/-- The trace of the squared difference of two matrices, expanded into trace overlaps, in
real parts. -/
theorem trace_sub_sq (A B : Matrix n n ℂ) :
    (trace ((A - B) * (A - B))).re =
      (trace (A * A)).re + (trace (B * B)).re - 2 * (trace (A * B)).re := by
  rw [Matrix.sub_mul, Matrix.mul_sub, Matrix.mul_sub, trace_sub, trace_sub, trace_sub,
    trace_mul_comm B A]
  simp only [Complex.sub_re]
  ring

/-- For weights summing to one, the unpaired-electron count of the averaged density exceeds the
averaged count by half the sum of `w k * w l * Re tr((g k - g l)²)` over all ordered pairs of
states. -/
theorem unpaired_stateAverage_sub (w : ι → ℝ) (g : ι → Matrix n n ℂ) (hw : ∑ k, w k = 1) :
    unpaired (stateAverage w g) - ∑ k, w k * unpaired (g k) =
      1 / 2 * ∑ k, ∑ l, w k * w l * (trace ((g k - g l) * (g k - g l))).re := by
  have hlin : (trace (stateAverage w g)).re = ∑ k, w k * (trace (g k)).re := by
    simp only [stateAverage, trace_sum, trace_smul, Complex.re_sum, Complex.smul_re,
      smul_eq_mul]
  -- the squared average is a double sum over states
  have hquad : (trace (stateAverage w g * stateAverage w g)).re =
      ∑ k, ∑ l, w k * w l * (trace (g k * g l)).re := by
    rw [trace_stateAverage_mul]
    refine Finset.sum_congr rfl fun k _ => ?_
    rw [trace_mul_comm, trace_stateAverage_mul, Finset.mul_sum]
    refine Finset.sum_congr rfl fun l _ => ?_
    rw [trace_mul_comm (g l) (g k)]
    ring
  -- normalisation of the weights collapses the diagonal terms
  have h1 : ∑ k, ∑ l, w k * w l * (trace (g k * g k)).re =
      ∑ k, w k * (trace (g k * g k)).re := by
    refine Finset.sum_congr rfl fun k _ => ?_
    calc ∑ l, w k * w l * (trace (g k * g k)).re
        = (∑ l, w l) * (w k * (trace (g k * g k)).re) := by
          rw [Finset.sum_mul]
          exact Finset.sum_congr rfl fun l _ => by ring
      _ = w k * (trace (g k * g k)).re := by rw [hw, one_mul]
  have h2 : ∑ k, ∑ l, w k * w l * (trace (g l * g l)).re =
      ∑ k, w k * (trace (g k * g k)).re := by
    rw [Finset.sum_comm, ← h1]
    exact Finset.sum_congr rfl fun k _ => Finset.sum_congr rfl fun l _ => by ring
  have h3 : ∑ k, ∑ l, w k * w l * (trace ((g k - g l) * (g k - g l))).re =
      ∑ k, ∑ l, w k * w l * (trace (g k * g k)).re +
      ∑ k, ∑ l, w k * w l * (trace (g l * g l)).re -
      2 * ∑ k, ∑ l, w k * w l * (trace (g k * g l)).re := by
    rw [Finset.mul_sum, ← Finset.sum_add_distrib, ← Finset.sum_sub_distrib]
    refine Finset.sum_congr rfl fun k _ => ?_
    rw [Finset.mul_sum, ← Finset.sum_add_distrib, ← Finset.sum_sub_distrib]
    refine Finset.sum_congr rfl fun l _ => ?_
    rw [trace_sub_sq]
    ring
  have h4 : ∑ k, w k * unpaired (g k) =
      2 * ∑ k, w k * (trace (g k)).re - ∑ k, w k * (trace (g k * g k)).re := by
    rw [Finset.mul_sum, ← Finset.sum_sub_distrib]
    refine Finset.sum_congr rfl fun k _ => ?_
    rw [unpaired_eq]
    ring
  rw [unpaired_eq, hlin, hquad, h4, h3, h1, h2]
  ring

/-- For a Hermitian matrix the trace of the square is the sum of the squared moduli of all
matrix elements. -/
theorem trace_sq_eq_sum {A : Matrix n n ℂ} (hA : A.IsHermitian) :
    (trace (A * A)).re = ∑ i, ∑ j, ‖A i j‖ ^ 2 := by
  simp only [trace, diag_apply, mul_apply, Complex.re_sum]
  refine Finset.sum_congr rfl fun i _ => Finset.sum_congr rfl fun j _ => ?_
  have h : A j i = star (A i j) := (hA.apply j i).symm
  rw [h, Complex.sq_norm, Complex.normSq_apply]
  simp only [Complex.star_def, Complex.mul_re, Complex.conj_re, Complex.conj_im]
  ring

/-- A nonzero Hermitian matrix has a square of positive trace. -/
theorem trace_sq_pos {A : Matrix n n ℂ} (hA : A.IsHermitian) (h0 : A ≠ 0) :
    0 < (trace (A * A)).re := by
  obtain ⟨i, j, hij⟩ : ∃ i j, A i j ≠ 0 := by
    by_contra h
    apply h0
    ext i j
    by_contra hij
    exact h ⟨i, j, hij⟩
  rw [trace_sq_eq_sum hA]
  refine Finset.sum_pos' (fun i _ => Finset.sum_nonneg fun j _ => sq_nonneg _)
    ⟨i, Finset.mem_univ i, ?_⟩
  exact Finset.sum_pos' (fun j _ => sq_nonneg _)
    ⟨j, Finset.mem_univ j, pow_pos (norm_pos_iff.mpr hij) 2⟩

/-- For Hermitian densities and nonnegative weights summing to one, state averaging never
lowers the unpaired-electron count below the weighted average of the individual counts. -/
theorem average_unpaired_le (w : ι → ℝ) (g : ι → Matrix n n ℂ) (hw : ∑ k, w k = 1)
    (hpos : ∀ k, 0 ≤ w k) (hg : ∀ k, (g k).IsHermitian) :
    ∑ k, w k * unpaired (g k) ≤ unpaired (stateAverage w g) := by
  have hid := unpaired_stateAverage_sub w g hw
  have hnn : 0 ≤ ∑ k, ∑ l, w k * w l * (trace ((g k - g l) * (g k - g l))).re := by
    refine Finset.sum_nonneg fun k _ => Finset.sum_nonneg fun l _ => ?_
    rw [trace_sq_eq_sum ((hg k).sub (hg l))]
    exact mul_nonneg (mul_nonneg (hpos k) (hpos l))
      (Finset.sum_nonneg fun i _ => Finset.sum_nonneg fun j _ => sq_nonneg _)
  linarith

/-- For Hermitian densities and nonnegative weights summing to one, state averaging strictly
inflates the unpaired-electron count exactly when two positively weighted densities differ. -/
theorem average_unpaired_lt_iff (w : ι → ℝ) (g : ι → Matrix n n ℂ) (hw : ∑ k, w k = 1)
    (hpos : ∀ k, 0 ≤ w k) (hg : ∀ k, (g k).IsHermitian) :
    ∑ k, w k * unpaired (g k) < unpaired (stateAverage w g) ↔
      ∃ k l, 0 < w k ∧ 0 < w l ∧ g k ≠ g l := by
  have hid := unpaired_stateAverage_sub w g hw
  have hnn : ∀ k l, 0 ≤ w k * w l * (trace ((g k - g l) * (g k - g l))).re := by
    intro k l
    rw [trace_sq_eq_sum ((hg k).sub (hg l))]
    exact mul_nonneg (mul_nonneg (hpos k) (hpos l))
      (Finset.sum_nonneg fun i _ => Finset.sum_nonneg fun j _ => sq_nonneg _)
  constructor
  · intro h
    by_contra hc
    -- if all positively weighted densities agree, every pair term vanishes
    have hz : ∑ k, ∑ l, w k * w l * (trace ((g k - g l) * (g k - g l))).re = 0 := by
      refine Finset.sum_eq_zero fun k _ => Finset.sum_eq_zero fun l _ => ?_
      rcases (hpos k).eq_or_lt with hk | hk
      · rw [← hk, zero_mul, zero_mul]
      rcases (hpos l).eq_or_lt with hl | hl
      · rw [← hl, mul_zero, zero_mul]
      have hkl : g k = g l := by
        by_contra hne
        exact hc ⟨k, l, hk, hl, hne⟩
      simp [hkl]
    rw [hz] at hid
    linarith
  · rintro ⟨k, l, hk, hl, hne⟩
    -- a single differing pair makes the double sum positive
    have hp : 0 < ∑ k, ∑ l, w k * w l * (trace ((g k - g l) * (g k - g l))).re :=
      Finset.sum_pos' (fun a _ => Finset.sum_nonneg fun b _ => hnn a b)
        ⟨k, Finset.mem_univ k, Finset.sum_pos' (fun b _ => hnn k b)
          ⟨l, Finset.mem_univ l, mul_pos (mul_pos hk hl)
            (trace_sq_pos ((hg k).sub (hg l)) (sub_ne_zero.mpr hne))⟩⟩
    linarith

/-- The densities `diag(2, 0)` and `diag(0, 2)`, each with unpaired-electron count 0, acquire the
count `8p(1 - p)` when averaged with weights `p` and `1 - p`. -/
theorem unpaired_closed_shell_pair (p : ℝ) :
    unpaired !![(2 : ℂ), 0; 0, 0] = 0 ∧ unpaired !![(0 : ℂ), 0; 0, 2] = 0 ∧
      unpaired (stateAverage ![p, 1 - p] ![!![(2 : ℂ), 0; 0, 0], !![(0 : ℂ), 0; 0, 2]]) =
        8 * p * (1 - p) := by
  refine ⟨?_, ?_, ?_⟩
  · norm_num [unpaired_eq, trace_fin_two, Matrix.mul_apply, Fin.sum_univ_two]
  · norm_num [unpaired_eq, trace_fin_two, Matrix.mul_apply, Fin.sum_univ_two]
  · simp [unpaired_eq, stateAverage, trace_fin_two, Fin.sum_univ_two]
    ring

end

end StateAveragedUnpairedElectrons
```

```lean
#print axioms StateAveragedUnpairedElectrons.unpaired_eq_trace
-- 'StateAveragedUnpairedElectrons.unpaired_eq_trace' depends on axioms: [propext, Classical.choice, Quot.sound]
#print axioms StateAveragedUnpairedElectrons.average_unpaired_le
-- 'StateAveragedUnpairedElectrons.average_unpaired_le' depends on axioms: [propext, Classical.choice, Quot.sound]
#print axioms StateAveragedUnpairedElectrons.average_unpaired_lt_iff
-- 'StateAveragedUnpairedElectrons.average_unpaired_lt_iff' depends on axioms: [propext, Classical.choice, Quot.sound]
#print axioms StateAveragedUnpairedElectrons.unpaired_closed_shell_pair
-- 'StateAveragedUnpairedElectrons.unpaired_closed_shell_pair' depends on axioms: [propext, Classical.choice, Quot.sound]
```

The lemma `unpaired_eq` splits U into its linear and quadratic parts. The lemma `trace_stateAverage_mul` says that t(ḡ, B) is the weighted sum of the t(g_k, B), and `trace_sub_sq` expands the squared difference, with `trace_mul_comm` supplying cyclicity.

Inside `unpaired_stateAverage_sub`, `hlin` handles the linear part. The step `hquad` obtains the double sum by applying `trace_stateAverage_mul` twice, once for each factor of ḡ. The steps `h1` and `h2` collapse the two diagonal terms: `h1` factors out the sum of the weights and replaces it by 1, and `h2` exchanges the order of summation to reduce to `h1`. The step `h3` distributes the double sum over the expanded square, and `h4` writes out the weighted mean of the counts. After these are substituted, `ring` confirms that both sides agree.

The lemma `trace_sq_eq_sum` is the formula for tr(A²) as a sum of squared moduli. From it, `trace_sq_pos` picks a nonzero element and concludes that the sum is positive. In `average_unpaired_le`, the pair sum is shown to be nonnegative term by term, and `linarith` combines this with the identity.

The proof of `average_unpaired_lt_iff` has two directions. For the forward one, it supposes that no differing pair with positive weights exists; `hz` then shows that the pair sum is zero, by cases on whether each weight vanishes, which contradicts the strict inequality. For the converse, `Finset.sum_pos'` is used twice, once for each summation, to pass from one positive term to a positive double sum. The closed-shell example is evaluated directly from the matrix elements.
